# In a spring chain with fixed ends, the map from N mass displacements to the first N spring elongations has determinant one

The model is a finite one-dimensional chain of `N` masses and `N + 1` springs, described only kinematically: no masses, spring constants or dynamics enter. The real matrix `bond N` has entry +1 at `(b, i)` when `b = i` and −1 when `b = i + 1`, so spring `b` stretches by u_b − u_{b−1}, with displacements beyond either end counted as zero. `innerBond N` keeps the first `N` rows, giving a square matrix with 1 on the diagonal and −1 just below it, and `det_innerBond` states that its determinant is 1 for every `N`. The attempt shows that the transpose is upper triangular (`BlockTriangular id`), writes the determinant as the product of the diagonal entries, and shows that each entry is 1.

The failing Lean file:

```lean
import Mathlib

open Matrix

namespace FixedWallChain

noncomputable section

variable {N : ℕ}

/-- Elongation matrix: entry `(b, i)` is the elongation of spring `b` under a unit displacement
of mass `i`. -/
def bond (N : ℕ) : Matrix (Fin (N + 1)) (Fin N) ℝ :=
  of fun b i => (if b = i.castSucc then 1 else 0) - (if b = i.succ then 1 else 0)

/-- The elongation matrix restricted to the first `N` springs. -/
def innerBond (N : ℕ) : Matrix (Fin N) (Fin N) ℝ :=
  of fun c i => bond N c.castSucc i

/-- The map from displacements to the first `N` elongations has determinant one. -/
theorem det_innerBond : (innerBond N).det = 1 := by
  have htri : ((innerBond N)ᵀ).BlockTriangular id := by
    intro i j hij
    have hlt : j.val < i.val := hij
    have h1 : j.castSucc ≠ i.castSucc := fun h => by
      have : j.val = i.val := congrArg Fin.val h
      omega
    have h2 : j.castSucc ≠ i.succ := fun h => by
      have : j.val = i.val + 1 := congrArg Fin.val h
      omega
    simp only [transpose_apply, innerBond, bond, of_apply, if_neg h1, if_neg h2, sub_self]
  rw [← det_transpose, det_of_upperTriangular htri]
  refine Finset.prod_eq_one fun i _ => ?_
  have h2 : i.castSucc ≠ i.succ := fun h => by
    have : i.val = i.val + 1 := congrArg Fin.val h
    omega
  simp only [transpose_apply, innerBond, bond, of_apply, if_neg h2, if_true, sub_zero]

end

end FixedWallChain
```

The compiler's answer:

```
Main.lean:26:47: error: Application type mismatch: The argument
  h
has type
  j.castSucc = i.castSucc
but is expected to have type
  j = i
in the application
  congrArg Fin.val h
Main.lean:32:23: warning: `Matrix.det_of_upperTriangular` has been deprecated: Use `Matrix.det_of_isUpperTriangular` instead
```

Cause. The error is in `h1`, which assumes `h : j.castSucc = i.castSucc`, an equation in `Fin (N + 1)`, and wants `j.val = i.val`. The term `congrArg Fin.val h` has a type of the form `Fin.val a = Fin.val b`. The stated type `j.val = i.val` already has that form, so matching against it fixes `a := j` and `b := i` in `Fin N`. The argument is then expected to prove `j = i`, as the message reports. `h` equates elements of a different type, hence the mismatch.

The repair supplies the expected argument. `Fin.castSucc_injective N` turns `h` into `hji : j = i`, and `congrArg Fin.val hji` has the type `j.val = i.val`. `omega` then derives the contradiction with `hlt : j.val < i.val`.

The warning is unrelated to the failure: `Matrix.det_of_upperTriangular` is deprecated. Replacing it by the suggested `Matrix.det_of_isUpperTriangular`, applied to the same `htri`, is tidying that answers the warning.

This version goes through:

```diff
@@ -24,5 +24,6 @@
     have hlt : j.val < i.val := hij
     have h1 : j.castSucc ≠ i.castSucc := fun h => by
-      have : j.val = i.val := congrArg Fin.val h
+      have hji : j = i := Fin.castSucc_injective N h
+      have : j.val = i.val := congrArg Fin.val hji
       omega
     have h2 : j.castSucc ≠ i.succ := fun h => by
@@ -30,5 +31,5 @@
       omega
     simp only [transpose_apply, innerBond, bond, of_apply, if_neg h1, if_neg h2, sub_self]
-  rw [← det_transpose, det_of_upperTriangular htri]
+  rw [← det_transpose, Matrix.det_of_isUpperTriangular htri]
   refine Finset.prod_eq_one fun i _ => ?_
   have h2 : i.castSucc ≠ i.succ := fun h => by
```
